# Impurity levels off the host spectrum, and the T-matrix, from a cluster-sized matrix

Take one site with level $\varepsilon$ and shift it by $u$. At an energy $E\neq\varepsilon$ the unperturbed site has the Green function $g=1/(E-\varepsilon)$. The shifted level lies at $E$ exactly when $E-\varepsilon=u$, that is, when $1-ug=0$. Otherwise $t=u+ugt$ has the single solution $t=u/(1-ug)$. The number $1-ug$ decides both questions, and for a larger impurity a matrix takes its place.

Let $H_0$ be a complex matrix on $n$ orthonormal host orbitals, $P$ an $n\times m$ matrix embedding $m$ cluster orbitals, and $U$ the $m\times m$ perturbation. In Lean, `n` and `m` are finite index types, and `Pᴴ` is the adjoint $P^\dagger$.

```lean
import Mathlib

open Matrix

namespace ImpurityClusterTMatrix

noncomputable section

variable {n m : Type*} [Fintype n] [DecidableEq n] [Fintype m] [DecidableEq m]
```

The impurity potential is $V=PUP^\dagger$. Any $P$ is allowed; selected columns of the identity describe perturbed sites.

```lean
/-- The impurity potential `V = P U Pᴴ`: a perturbation `U` of the cluster orbitals,
embedded in the host by `P`. -/
def impurity (P : Matrix n m ℂ) (U : Matrix m m ℂ) : Matrix n n ℂ :=
  P * U * Pᴴ
```

With $G=(E-H_0)^{-1}$ the host propagator at an energy $E$ off the host spectrum, the cluster matrix is $D=1-UP^\dagger GP$.

```lean
/-- The cluster matrix `D = 1 - U Pᴴ G P`, which has the size of the cluster only. -/
def clusterD (G : Matrix n n ℂ) (P : Matrix n m ℂ) (U : Matrix m m ℂ) : Matrix m m ℂ :=
  1 - U * Pᴴ * G * P
```

The T-matrix is $T=PD^{-1}UP^\dagger$.

```lean
/-- The T-matrix `T = P D⁻¹ U Pᴴ` of the impurity cluster. -/
def tMatrix (G : Matrix n n ℂ) (P : Matrix n m ℂ) (U : Matrix m m ℂ) : Matrix n n ℂ :=
  P * (clusterD G P U)⁻¹ * U * Pᴴ
```

For non-interacting, finite tight-binding models, testing for a defect level at an energy off the host spectrum is then $m\times m$ algebra, once $P^\dagger GP$ is known at that energy.

## (a) The action of $D$

**Show that $Da=a-UP^\dagger(G(Pa))$ for a cluster amplitude $a$.**

Multiply out the definition. Lean does the same with distributivity and associativity; `*ᵥ` is the matrix-vector product.

```lean
omit [DecidableEq n] in
/-- The action of `D` on a cluster amplitude: propagate it through the host, let the
impurity act, and subtract the result from the amplitude. -/
theorem clusterD_mulVec (G : Matrix n n ℂ) (P : Matrix n m ℂ) (U : Matrix m m ℂ)
    (a : m → ℂ) :
    clusterD G P U *ᵥ a = a - (U * Pᴴ) *ᵥ (G *ᵥ (P *ᵥ a)) := by
  simp only [clusterD, Matrix.sub_mulVec, Matrix.one_mulVec, Matrix.mulVec_mulVec,
    Matrix.mul_assoc]
```

## (b) From eigenstate to amplitude

**Let $(E-H_0)G=1$ and $(H_0+V)\psi=E\psi$. Show that $a=UP^\dagger\psi$ satisfies $Da=0$ and $GPa=\psi$.**

The Schrödinger equation reads $(E-H_0)\psi=V\psi=Pa$. Since $G$ is also a left inverse of the square matrix $E-H_0$, applying it gives $\psi=GPa$. By (a), $Da=a-UP^\dagger\psi=0$.

The hypothesis `hG` says that $G$ is the inverse of $E-H_0$, so $E$ is not a host eigenvalue. In the proof, `h1` is the equation with its source term and `h2` recovers $\psi$.

```lean
/-- Let `G` be the host Green function at `E`. An eigenstate `ψ` of `H0 + V` at energy `E` has a
cluster amplitude `U Pᴴ ψ` that is annihilated by `D`, and `ψ` is recovered by propagating this
amplitude with `G`. -/
theorem amplitude_of_eigenstate {H0 G : Matrix n n ℂ} {E : ℂ}
    (hG : (E • (1 : Matrix n n ℂ) - H0) * G = 1) (P : Matrix n m ℂ) (U : Matrix m m ℂ)
    {ψ : n → ℂ} (h : (H0 + impurity P U) *ᵥ ψ = E • ψ) :
    clusterD G P U *ᵥ ((U * Pᴴ) *ᵥ ψ) = 0 ∧ G *ᵥ (P *ᵥ ((U * Pᴴ) *ᵥ ψ)) = ψ := by
  have hG' : G * (E • (1 : Matrix n n ℂ) - H0) = 1 := mul_eq_one_comm.mp hG
  -- the Schrödinger equation with the impurity as a source term
  have h1 : (E • (1 : Matrix n n ℂ) - H0) *ᵥ ψ = impurity P U *ᵥ ψ := by
    rw [Matrix.sub_mulVec, Matrix.smul_mulVec, Matrix.one_mulVec, ← h, Matrix.add_mulVec,
      add_sub_cancel_left]
  have h2 : G *ᵥ (P *ᵥ ((U * Pᴴ) *ᵥ ψ)) = ψ := by
    calc G *ᵥ (P *ᵥ ((U * Pᴴ) *ᵥ ψ)) = G *ᵥ (impurity P U *ᵥ ψ) := by
          simp only [impurity, Matrix.mulVec_mulVec, Matrix.mul_assoc]
      _ = (G * (E • (1 : Matrix n n ℂ) - H0)) *ᵥ ψ := by
          rw [← h1, Matrix.mulVec_mulVec]
      _ = ψ := by rw [hG', Matrix.one_mulVec]
  refine ⟨?_, h2⟩
  rw [clusterD_mulVec, h2, sub_self]
```

## (c) From amplitude to eigenstate

**Let $(E-H_0)G=1$ and $Da=0$. Show that $\psi=GPa$ solves the Schrödinger equation and has amplitude $a$.**

By (a), $UP^\dagger\psi=a$. Hence $V\psi=Pa$, while $(E-H_0)\psi=Pa$ by the definition of $G$. Equating the two gives $(H_0+V)\psi=E\psi$. These are `ha`, `h2` and `h1` in the proof.

```lean
/-- Let `G` be the host Green function at `E`. A cluster amplitude `a` annihilated by `D` generates
the vector `G P a`, which solves the Schrödinger equation for `H0 + V` at energy `E` and has cluster
amplitude `a`. -/
theorem eigenstate_of_amplitude {H0 G : Matrix n n ℂ} {E : ℂ}
    (hG : (E • (1 : Matrix n n ℂ) - H0) * G = 1) (P : Matrix n m ℂ) (U : Matrix m m ℂ)
    {a : m → ℂ} (h : clusterD G P U *ᵥ a = 0) :
    (H0 + impurity P U) *ᵥ (G *ᵥ (P *ᵥ a)) = E • (G *ᵥ (P *ᵥ a)) ∧
      (U * Pᴴ) *ᵥ (G *ᵥ (P *ᵥ a)) = a := by
  rw [clusterD_mulVec] at h
  have ha : (U * Pᴴ) *ᵥ (G *ᵥ (P *ᵥ a)) = a := (sub_eq_zero.mp h).symm
  have h1 : (E • (1 : Matrix n n ℂ) - H0) *ᵥ (G *ᵥ (P *ᵥ a)) = P *ᵥ a := by
    rw [Matrix.mulVec_mulVec, hG, Matrix.one_mulVec]
  have h2 : impurity P U *ᵥ (G *ᵥ (P *ᵥ a)) = P *ᵥ a := by
    calc impurity P U *ᵥ (G *ᵥ (P *ᵥ a))
        = P *ᵥ ((U * Pᴴ) *ᵥ (G *ᵥ (P *ᵥ a))) := by
          simp only [impurity, Matrix.mulVec_mulVec, Matrix.mul_assoc]
      _ = P *ᵥ a := by rw [ha]
  refine ⟨?_, ha⟩
  rw [Matrix.sub_mulVec, Matrix.smul_mulVec, Matrix.one_mulVec] at h1
  rw [Matrix.add_mulVec, h2]
  exact (sub_eq_iff_eq_add'.mp h1).symm
```

## (d) The eigenvalue criterion

**Let $(E-H_0)G=1$. Show that $E$ is an eigenvalue of $H_0+V$ exactly when $\det D=0$.**

A vanishing determinant means that $Da=0$ for some $a\neq0$. In (b), $a=0$ would force $\psi=GPa=0$; in (c), $\psi=0$ would force $a=UP^\dagger\psi=0$. Nonzero solutions therefore correspond. Lean states the eigenvalue property as the existence of a nonzero `ψ`.

```lean
/-- An energy `E` at which the host has a Green function `G` is an eigenvalue of `H0 + V`
exactly when the determinant of the cluster matrix `D` vanishes. -/
theorem eigenvalue_iff_det_clusterD {H0 G : Matrix n n ℂ} {E : ℂ}
    (hG : (E • (1 : Matrix n n ℂ) - H0) * G = 1) (P : Matrix n m ℂ) (U : Matrix m m ℂ) :
    (∃ ψ : n → ℂ, ψ ≠ 0 ∧ (H0 + impurity P U) *ᵥ ψ = E • ψ) ↔
      (clusterD G P U).det = 0 := by
  rw [← Matrix.exists_mulVec_eq_zero_iff]
  constructor
  · rintro ⟨ψ, hψ, h⟩
    obtain ⟨h1, h2⟩ := amplitude_of_eigenstate hG P U h
    refine ⟨(U * Pᴴ) *ᵥ ψ, fun h0 => hψ ?_, h1⟩
    rw [← h2, h0, Matrix.mulVec_zero, Matrix.mulVec_zero]
  · rintro ⟨a, ha, h⟩
    obtain ⟨h1, h2⟩ := eigenstate_of_amplitude hG P U h
    refine ⟨G *ᵥ (P *ᵥ a), fun h0 => ha ?_, h1⟩
    rw [← h2, h0, Matrix.mulVec_zero]
```

## (e) The equation for $T$

**Let $\det D\neq0$. Show that $X=V+VGX$ holds exactly for $X=T$.**

A solution has the form $X=PY$ with $Y=UP^\dagger+UP^\dagger GX$. Then
$$DY=Y-UP^\dagger GPY=Y-UP^\dagger GX=UP^\dagger,$$
so $Y=D^{-1}UP^\dagger$ and $X=T$. Conversely, this $Y$ obeys $Y=UP^\dagger+UP^\dagger GPY$, and multiplication by $P$ gives the equation for $T=PY$.

In the first direction, `hXY` is the factorisation and `hDY` the displayed line. Here $G$ may be any matrix. This is the Lippmann–Schwinger equation in finite matrix form, without scattering boundary conditions.

The condition on $D$ matters already for one site: with $u=g=1$ the equation becomes $x=1+x$, which has no solution.

```lean
omit [DecidableEq n] in
/-- If `D` is nonsingular, the equation `X = V + V G X` has the T-matrix `P D⁻¹ U Pᴴ` as its
one and only solution. -/
theorem lippmannSchwinger_iff (G : Matrix n n ℂ) (P : Matrix n m ℂ) (U : Matrix m m ℂ)
    (hD : (clusterD G P U).det ≠ 0) (X : Matrix n n ℂ) :
    X = impurity P U + impurity P U * G * X ↔ X = tMatrix G P U := by
  have hu : IsUnit (clusterD G P U).det := isUnit_iff_ne_zero.mpr hD
  constructor
  · intro hX
    -- every solution factors through the cluster orbitals
    have hXY : P * (U * Pᴴ + U * Pᴴ * G * X) = X := by
      refine Eq.trans ?_ hX.symm
      simp only [impurity, Matrix.mul_add, Matrix.mul_assoc]
    have hDY : clusterD G P U * (U * Pᴴ + U * Pᴴ * G * X) = U * Pᴴ := by
      rw [clusterD, Matrix.sub_mul, Matrix.one_mul, Matrix.mul_assoc (U * Pᴴ * G) P, hXY,
        add_sub_cancel_right]
    calc X = P * (U * Pᴴ + U * Pᴴ * G * X) := hXY.symm
      _ = P * ((clusterD G P U)⁻¹ * (clusterD G P U * (U * Pᴴ + U * Pᴴ * G * X))) := by
          rw [Matrix.nonsing_inv_mul_cancel_left _ _ hu]
      _ = tMatrix G P U := by
          rw [hDY]
          simp only [tMatrix, Matrix.mul_assoc]
  · rintro rfl
    have hT : tMatrix G P U = P * ((clusterD G P U)⁻¹ * (U * Pᴴ)) := by
      simp only [tMatrix, Matrix.mul_assoc]
    have hY : clusterD G P U * ((clusterD G P U)⁻¹ * (U * Pᴴ)) = U * Pᴴ :=
      Matrix.mul_nonsing_inv_cancel_left _ _ hu
    rw [hT]
    generalize (clusterD G P U)⁻¹ * (U * Pᴴ) = Y at hY ⊢
    rw [clusterD, Matrix.sub_mul, Matrix.one_mul] at hY
    calc P * Y = P * (U * Pᴴ + U * Pᴴ * G * P * Y) :=
          congrArg (fun Z => P * Z) (sub_eq_iff_eq_add.mp hY)
      _ = impurity P U + impurity P U * G * (P * Y) := by
          simp only [impurity, Matrix.mul_add, Matrix.mul_assoc]
```

## (f) Both cases together

**Show that, for $(E-H_0)G=1$, either $E$ is an eigenvalue of $H_0+V$ and $\det D=0$, or $T$ is the unique solution of (e).**

If $E$ is not an eigenvalue, (d) gives $\det D\neq0$, and (e) applies.

```lean
/-- Let `G` be the host Green function at `E`. Then `E` is an eigenvalue of `H0 + V` exactly
when `det D = 0`, and otherwise `T = P D⁻¹ U Pᴴ` is the unique solution of
`T = V + V G T`. -/
theorem impurity_cluster {H0 G : Matrix n n ℂ} {E : ℂ}
    (hG : (E • (1 : Matrix n n ℂ) - H0) * G = 1) (P : Matrix n m ℂ) (U : Matrix m m ℂ) :
    ((∃ ψ : n → ℂ, ψ ≠ 0 ∧ (H0 + impurity P U) *ᵥ ψ = E • ψ) ↔
      (clusterD G P U).det = 0) ∧
    ((¬ ∃ ψ : n → ℂ, ψ ≠ 0 ∧ (H0 + impurity P U) *ᵥ ψ = E • ψ) →
      ∀ X, X = impurity P U + impurity P U * G * X ↔ X = tMatrix G P U) := by
  have key := eigenvalue_iff_det_clusterD hG P U
  exact ⟨key, fun h => lippmannSchwinger_iff G P U (fun h0 => h (key.mpr h0))⟩
```

## (g) An optical identity

**Let $U=U^\dagger$ and $\det D\neq0$. Show that $T-T^\dagger=T^\dagger(G-G^\dagger)T$.**

Now $V=V^\dagger$, so $T=V+VGT$ and $T^\dagger=V+T^\dagger G^\dagger V$. Using the second equation, then the first twice, then the second again,
$$\begin{aligned}T^\dagger GT&=VGT+T^\dagger G^\dagger VGT\\&=T-V+T^\dagger G^\dagger(T-V)\\&=T-T^\dagger+T^\dagger G^\dagger T.\end{aligned}$$
Subtract $T^\dagger G^\dagger T$. In Lean, `key` carries out this algebra with `S` for $T^\dagger$ and `K` for $G^\dagger$. The identity concerns matrices and contains no cross-section. For Hermitian $H_0$ and real $E$ off the host spectrum, $G=G^\dagger$ and both sides vanish; with a Hermitian host, the identity has content at complex $E$.

```lean
omit [DecidableEq n] in
/-- For a Hermitian cluster perturbation `U` and nonsingular `D`, the anti-Hermitian part of the
T-matrix is related to that of the propagator by `T - Tᴴ = Tᴴ (G - Gᴴ) T`. -/
theorem optical_identity (G : Matrix n n ℂ) (P : Matrix n m ℂ) {U : Matrix m m ℂ}
    (hU : U.IsHermitian) (hD : (clusterD G P U).det ≠ 0) :
    tMatrix G P U - (tMatrix G P U)ᴴ =
      (tMatrix G P U)ᴴ * (G - Gᴴ) * tMatrix G P U := by
  classical
  have key : ∀ T S V K : Matrix n n ℂ, T = V + V * G * T → S = V + S * K * V →
      T - S = S * (G - K) * T := by
    intro T S V K h h'
    have r : T - (V + V * G * T) = 0 := sub_eq_zero.mpr h
    have s : S - (V + S * K * V) = 0 := sub_eq_zero.mpr h'
    have e : T - S - S * (G - K) * T = (T - (V + V * G * T)) - (S - (V + S * K * V))
        - (S - (V + S * K * V)) * (G * T) + S * K * (T - (V + V * G * T)) := by
      noncomm_ring
    rw [r, s, zero_mul, mul_zero, sub_zero, sub_zero, add_zero] at e
    exact sub_eq_zero.mp e
  have hV : (impurity P U)ᴴ = impurity P U := by
    simp only [impurity, Matrix.conjTranspose_mul, Matrix.conjTranspose_conjTranspose,
      hU.eq, Matrix.mul_assoc]
  have h := (lippmannSchwinger_iff G P U hD _).mpr rfl
  -- the adjoint equation has the impurity on the right
  refine key _ _ (impurity P U) _ h ((congrArg Matrix.conjTranspose h).trans ?_)
  simp only [Matrix.conjTranspose_add, Matrix.conjTranspose_mul, hV, Matrix.mul_assoc]
```

## (h) A two-site molecule

**Let $H_0$ have zero levels and hopping $1$. Shift both levels by $u$ and find $\det D$ at $E=2$.**

Here $P=1$, $U=u\,1$ and
$$G=\begin{pmatrix}2&-1\\-1&2\end{pmatrix}^{-1}=\frac13\begin{pmatrix}2&1\\1&2\end{pmatrix}.$$
Its eigenvalues are $1$ and $1/3$, so $\det D=(1-u)(1-u/3)$. The zeros $u=1$ and $u=3$ are the shifts that lift the levels $1$ and $-1$ to $2$. Lean checks the inverse entry by entry and expands the $2\times2$ determinant.

```lean
/-- A two-site molecule with unit hopping has an explicit Green function at `E = 2`; when both
levels are shifted by `u`, the cluster determinant is `(1 - u) (1 - u / 3)`. -/
theorem dimer_witness (u : ℂ) :
    ((2 : ℂ) • (1 : Matrix (Fin 2) (Fin 2) ℂ) - !![0, 1; 1, 0]) *
        !![2 / 3, 1 / 3; 1 / 3, 2 / 3] = 1 ∧
      (clusterD !![2 / 3, 1 / 3; 1 / 3, 2 / 3] (1 : Matrix (Fin 2) (Fin 2) ℂ)
        !![u, 0; 0, u]).det = (1 - u) * (1 - u / 3) := by
  constructor
  · ext i j
    fin_cases i <;> fin_cases j <;>
      simp [Matrix.mul_apply, Fin.sum_univ_two] <;> norm_num
  · rw [Matrix.det_fin_two]
    simp [clusterD]
    ring

end

end ImpurityClusterTMatrix
```

```lean
#print axioms ImpurityClusterTMatrix.impurity_cluster
#print axioms ImpurityClusterTMatrix.optical_identity
```

```
'ImpurityClusterTMatrix.impurity_cluster' depends on axioms: [propext, Classical.choice, Quot.sound]
'ImpurityClusterTMatrix.optical_identity' depends on axioms: [propext, Classical.choice, Quot.sound]
```
